# Commutator Norm Below One: Projected-Spin Eigenvalues of Occupied States Avoid Zero

## Spin sectors in a band insulator with spin mixing

In a two-dimensional insulator that conserves $s_z$, the occupied states divide into spin up and spin down, and each group can be given its own Chern number. Spin-orbit terms such as Rashba coupling generally spoil this division, because the spin operator then takes occupied states partly into the empty bands. Prodan's construction uses the spin operator projected onto the occupied states instead. If its spectrum there has a gap around zero, its positive and negative parts define two spin sectors.

How much spin mixing can this gap tolerate? Let $P$ be the orthogonal projection onto the occupied states and $s$ the spin component in units of $\hbar/2$, so that $s^\dagger=s$ and $s^2=1$. Write
$$K=Ps-sP,\qquad c=\|K\|.$$
If $c<1$, every eigenvalue $\mu$ of $PsP$ on the range of $P$ is real and satisfies $|\mu|\ge\sqrt{1-c^2}>0$. In a non-interacting tight-binding crystal this applies at each wavevector, with $P$ the projection onto the occupied Bloch states there. If the commutator norm is at most some $c_0<1$ over the whole Brillouin zone, the projected-spin eigenvalues used to define spin Chern numbers stay at least $\sqrt{1-c_0^2}$ away from zero.

## Weight kept and weight lost

For any $x$, the vectors $Px$ and $x-Px$ are orthogonal:
$$\langle Px,x-Px\rangle=\langle x,Px\rangle-\langle x,P^2x\rangle=0.$$
Hence $\|x\|^2=\|Px\|^2+\|x-Px\|^2$.

Let $v$ be occupied, $Pv=v$. Then
$$PsPv=Psv,\qquad Kv=Psv-sv=-(sv-Psv).$$
Also $\|sv\|^2=\langle v,s^2v\rangle=\|v\|^2$. Setting $x=sv$ in the Pythagorean identity gives
$$\|PsPv\|^2+\|Kv\|^2=\|v\|^2.$$
Spin acting on an occupied state either leaves weight in the occupied space or sends it out, and $K$ measures the second part. Since $\|Kv\|\le c\|v\|$,
$$\|PsPv\|^2\ge(1-c^2)\|v\|^2.$$

## From the norm bound to the eigenvalues

Suppose $PsPv=\mu v$ with $v\ne0$ occupied. Because $PsP$ is symmetric, $\bar\mu\|v\|^2=\mu\|v\|^2$, so $\mu$ is real. The norm bound becomes $\mu^2\|v\|^2\ge(1-c^2)\|v\|^2$. Dividing by $\|v\|^2$ and taking the root gives $\mu\ge\sqrt{1-c^2}$ or $\mu\le-\sqrt{1-c^2}$.

## The commutator norm is the best constant

Let $d\ge0$. If $c\le d$, the norm bound also holds with $d$ in place of $c$. Conversely, suppose that $\|PsPv\|^2\ge(1-d^2)\|v\|^2$ for all occupied $v$. The balance gives $\|Kv\|\le d\|v\|$ on occupied states.

For an unoccupied vector $b$, $Pb=0$, put $w=Psb$. Then $Pw=w$ and
$$\|w\|^2=\langle w,sb\rangle=\langle sw,b\rangle=-\langle Kw,b\rangle,$$
where the last step uses $Kw=Psw-sw$ and $\langle Psw,b\rangle=\langle sw,Pb\rangle=0$. So $\|w\|^2\le d\|w\|\|b\|$, and therefore $\|Psb\|\le d\|b\|$, trivially so if $w=0$.

For general $x$,
$$PKx=Psx-PsPx=Ps(x-Px),\qquad Kx-PKx=PsPx-sPx=K(Px).$$
These two parts are orthogonal, so
$$\|Kx\|^2=\|Ps(x-Px)\|^2+\|K(Px)\|^2\le d^2\left(\|x-Px\|^2+\|Px\|^2\right)=d^2\|x\|^2.$$
Thus $c\le d$.

## A tilted spin in two levels

Take real $a,b$ with $a^2+b^2=1$ and
$$P=\begin{pmatrix}1&0\\0&0\end{pmatrix},\quad s=\begin{pmatrix}a&b\\b&-a\end{pmatrix},\quad K=\begin{pmatrix}0&b\\-b&0\end{pmatrix}.$$
Here $K^\dagger K=b^2\,1$, so $c=|b|$, while $PsP=aP$. The single occupied eigenvalue is $a$, and $|a|=\sqrt{1-c^2}$: the bound is attained. At $|b|=1$ the eigenvalue is zero and the gap has closed.

## Reading the Lean statement

The space `E` is a complex inner-product space of any dimension, and `E →L[ℂ] E` is the type of bounded operators on it. The structure `IsBandSpin P s` collects the four algebraic assumptions on $P$ and $s$. `projectedSpin P s` is $PsP$, `spinCommutator P s` is $K$, and its norm is the operator norm. An occupied state is a vector with `P v = v`; it need not be normalised.

In `spin_gap`, the hypotheses `hv0` and `hμ` say that `v` is an eigenvector with complex eigenvalue `μ`. The conclusion has three parts: `μ` has zero imaginary part, the bound is positive, and `μ.re` lies on one side of the gap or the other.

The condition $c<1$ is assumed, not derived from a Hamiltonian. Physically, it keeps the fraction of weight that $s$ moves out of the occupied space uniformly below one. The theorem concerns eigenvalues, so in infinite dimension it does not address continuous spectrum. Nor does it show that both signs occur, or define a Chern number.

```lean
import Mathlib

open Matrix

namespace ProjectedSpinGap

noncomputable section

variable {E : Type*} [NormedAddCommGroup E] [InnerProductSpace ℂ E]

/-- `P` is an orthogonal projection (onto the occupied states) and `s` is a self-adjoint
spin operator with `s² = 1`. -/
structure IsBandSpin (P s : E →L[ℂ] E) : Prop where
  proj_idem : ∀ x, P (P x) = P x
  proj_symm : ∀ x y, inner ℂ (P x) y = inner ℂ x (P y)
  spin_symm : ∀ x y, inner ℂ (s x) y = inner ℂ x (s y)
  spin_sq : ∀ x, s (s x) = x

/-- The projected spin operator `P s P`. -/
def projectedSpin (P s : E →L[ℂ] E) : E →L[ℂ] E := P * s * P

/-- The commutator `P s - s P` of the band projection with the spin. -/
def spinCommutator (P s : E →L[ℂ] E) : E →L[ℂ] E := P * s - s * P

variable {P s : E →L[ℂ] E}

/-- The squared norm of a state is the sum of its occupied and unoccupied weights. -/
theorem norm_sq_split (h : IsBandSpin P s) (x : E) :
    ‖x‖ ^ 2 = ‖P x‖ ^ 2 + ‖x - P x‖ ^ 2 := by
  have h0 : inner ℂ (P x) (x - P x) = 0 := by
    rw [inner_sub_right, h.proj_symm x x, h.proj_symm x (P x), h.proj_idem, sub_self]
  have h1 := norm_add_sq (𝕜 := ℂ) (P x) (x - P x)
  rw [h0, add_sub_cancel, map_zero] at h1
  linarith

/-- For an occupied state, the squared norms of its images under the projected spin and
under the commutator add up to the squared norm of the state. -/
theorem spin_balance (h : IsBandSpin P s) {v : E} (hv : P v = v) :
    ‖projectedSpin P s v‖ ^ 2 + ‖spinCommutator P s v‖ ^ 2 = ‖v‖ ^ 2 := by
  have e1 : projectedSpin P s v = P (s v) := by
    change P (s (P v)) = _
    rw [hv]
  have e2 : spinCommutator P s v = -(s v - P (s v)) := by
    change P (s v) - s (P v) = _
    rw [hv]
    abel
  -- the spin operator preserves norms
  have e3 : ‖s v‖ ^ 2 = ‖v‖ ^ 2 := by
    rw [← inner_self_eq_norm_sq (𝕜 := ℂ) (s v), h.spin_symm, h.spin_sq,
      inner_self_eq_norm_sq]
  rw [e1, e2, norm_neg, ← norm_sq_split h (s v), e3]

/-- On occupied states the projected spin satisfies `‖PsPv‖² ≥ (1 - c²) ‖v‖²`, where `c` is
the norm of the commutator of `P` and `s`. -/
theorem projectedSpin_lower_bound (h : IsBandSpin P s) {v : E} (hv : P v = v) :
    (1 - ‖spinCommutator P s‖ ^ 2) * ‖v‖ ^ 2 ≤ ‖projectedSpin P s v‖ ^ 2 := by
  have h1 := pow_le_pow_left₀ (norm_nonneg _) ((spinCommutator P s).le_opNorm v) 2
  rw [mul_pow] at h1
  linarith [spin_balance h hv]

/-- For `d ≥ 0`, the commutator norm is at most `d` exactly when `‖PsPv‖² ≥ (1 - d²) ‖v‖²` holds for
all occupied states. -/
theorem commutator_le_iff (h : IsBandSpin P s) {d : ℝ} (hd : 0 ≤ d) :
    ‖spinCommutator P s‖ ≤ d ↔
      ∀ v, P v = v → (1 - d ^ 2) * ‖v‖ ^ 2 ≤ ‖projectedSpin P s v‖ ^ 2 := by
  constructor
  · intro hc v hv
    have h1 := pow_le_pow_left₀ (norm_nonneg _) hc 2
    have h2 := mul_le_mul_of_nonneg_right h1 (sq_nonneg ‖v‖)
    linarith [projectedSpin_lower_bound h hv]
  · intro H
    have hK : ∀ v, P v = v → ‖spinCommutator P s v‖ ≤ d * ‖v‖ := by
      intro v hv
      apply (sq_le_sq₀ (norm_nonneg _) (by positivity)).mp
      rw [mul_pow]
      linarith [spin_balance h hv, H v hv]
    -- the opposite off-diagonal block obeys the same bound, by duality
    have hQ : ∀ b, P b = 0 → ‖P (s b)‖ ≤ d * ‖b‖ := by
      intro b hb
      obtain ⟨w, hw⟩ : ∃ w, w = P (s b) := ⟨_, rfl⟩
      have hPw : P w = w := by rw [hw, h.proj_idem]
      have e1 : inner ℂ w w = inner ℂ (s w) b := by
        calc inner ℂ w w = inner ℂ w (P (s b)) := by rw [← hw]
          _ = inner ℂ (P w) (s b) := (h.proj_symm _ _).symm
          _ = inner ℂ (s w) b := by rw [hPw, h.spin_symm]
      have e2 : inner ℂ (P (s w)) b = 0 := by
        rw [h.proj_symm, hb, inner_zero_right]
      have e3 : spinCommutator P s w = P (s w) - s w := by
        change P (s w) - s (P w) = _
        rw [hPw]
      have e4 : inner ℂ w w = -inner ℂ (spinCommutator P s w) b := by
        rw [e3, inner_sub_left, e2, e1]
        ring
      have e5 : ‖w‖ ^ 2 = ‖inner ℂ w w‖ := by
        rw [inner_self_eq_norm_sq_to_K]
        simp
      have e6 : ‖w‖ ^ 2 ≤ ‖spinCommutator P s w‖ * ‖b‖ := by
        rw [e5, e4, norm_neg]
        exact norm_inner_le_norm _ _
      rw [← hw]
      by_contra hn
      have hlt := lt_of_not_ge hn
      have hpos : 0 < ‖w‖ := lt_of_le_of_lt (by positivity) hlt
      nlinarith [mul_le_mul_of_nonneg_right (hK w hPw) (norm_nonneg b),
        mul_lt_mul_of_pos_left hlt hpos]
    refine ContinuousLinearMap.opNorm_le_bound _ hd fun x => ?_
    have f1 : P (spinCommutator P s x) = P (s (x - P x)) := by
      change P (P (s x) - s (P x)) = _
      simp only [map_sub, h.proj_idem]
    have f2 : spinCommutator P s x - P (spinCommutator P s x)
        = spinCommutator P s (P x) := by
      change P (s x) - s (P x) - P (P (s x) - s (P x)) = P (s (P x)) - s (P (P x))
      simp only [map_sub, h.proj_idem]
      abel
    have g1 := pow_le_pow_left₀ (norm_nonneg _)
      (hQ (x - P x) (by rw [map_sub, h.proj_idem, sub_self])) 2
    have g2 := pow_le_pow_left₀ (norm_nonneg _) (hK (P x) (h.proj_idem x)) 2
    apply (sq_le_sq₀ (norm_nonneg _) (by positivity)).mp
    rw [norm_sq_split h (spinCommutator P s x), f2, f1, mul_pow, norm_sq_split h x]
    rw [mul_pow] at g1 g2
    linarith

/-- Spin gap: if the commutator norm `c` is below one, each eigenvalue of `PsP` on the
occupied states is real and lies at or beyond `±√(1 - c²)`, and this bound is positive. -/
theorem spin_gap (h : IsBandSpin P s) (hc : ‖spinCommutator P s‖ < 1)
    {μ : ℂ} {v : E} (hv : P v = v) (hv0 : v ≠ 0) (hμ : projectedSpin P s v = μ • v) :
    μ.im = 0 ∧ 0 < √(1 - ‖spinCommutator P s‖ ^ 2) ∧
      (√(1 - ‖spinCommutator P s‖ ^ 2) ≤ μ.re ∨
        μ.re ≤ -√(1 - ‖spinCommutator P s‖ ^ 2)) := by
  -- symmetry of the projected spin makes the eigenvalue real
  have hsym : inner ℂ (projectedSpin P s v) v = inner ℂ v (projectedSpin P s v) := by
    change inner ℂ (P (s (P v))) v = inner ℂ v (P (s (P v)))
    rw [h.proj_symm, h.spin_symm, h.proj_symm]
  rw [hμ, inner_smul_left, inner_smul_right] at hsym
  have him : μ.im = 0 :=
    Complex.conj_eq_iff_im.mp (mul_right_cancel₀ (inner_self_ne_zero.mpr hv0) hsym)
  have hpos : 0 < ‖v‖ ^ 2 := by
    have := norm_pos_iff.mpr hv0
    positivity
  have hb := projectedSpin_lower_bound h hv
  rw [hμ, norm_smul, mul_pow] at hb
  have hre := le_of_mul_le_mul_right hb hpos
  rw [Complex.sq_norm, Complex.normSq_apply, him] at hre
  refine ⟨him, Real.sqrt_pos.mpr (by nlinarith [norm_nonneg (spinCommutator P s)]), ?_⟩
  have habs : √(1 - ‖spinCommutator P s‖ ^ 2) ≤ |μ.re| := by
    apply Real.sqrt_le_iff.mpr
    refine ⟨abs_nonneg _, ?_⟩
    rw [sq_abs]
    linarith
  rcases le_abs.mp habs with h1 | h1
  · exact Or.inl h1
  · exact Or.inr (by linarith)

/-- The operator on the two-level state space given by a 2 × 2 matrix. -/
def op (M : Matrix (Fin 2) (Fin 2) ℂ) :
    EuclideanSpace ℂ (Fin 2) →L[ℂ] EuclideanSpace ℂ (Fin 2) :=
  Matrix.toEuclideanCLM (n := Fin 2) (𝕜 := ℂ) M

/-- The projection matrix onto the first basis state. -/
def occ : Matrix (Fin 2) (Fin 2) ℂ := !![1, 0; 0, 0]

/-- The matrix with diagonal entries `a`, `-a` and both off-diagonal entries `b`, for real `a` and
`b`. -/
def tilted (a b : ℝ) : Matrix (Fin 2) (Fin 2) ℂ := !![(a : ℂ), (b : ℂ); (b : ℂ), -(a : ℂ)]

/-- A Hermitian matrix acts as a symmetric operator. -/
theorem op_symm {M : Matrix (Fin 2) (Fin 2) ℂ} (hM : star M = M)
    (x y : EuclideanSpace ℂ (Fin 2)) : inner ℂ (op M x) y = inner ℂ x (op M y) := by
  have hs : IsSelfAdjoint (op M) := by
    change star (op M) = op M
    unfold op
    rw [← map_star, hM]
  exact (ContinuousLinearMap.isSelfAdjoint_iff_isSymmetric.mp hs) x y

/-- For `a² + b² = 1` the two-level projection and tilted spin meet the assumptions, with
commutator norm `|b|` and projected spin `a P`. -/
theorem tilted_spin_witness {a b : ℝ} (hab : a ^ 2 + b ^ 2 = 1) :
    IsBandSpin (op occ) (op (tilted a b)) ∧
      ‖spinCommutator (op occ) (op (tilted a b))‖ = |b| ∧
      projectedSpin (op occ) (op (tilted a b)) = (a : ℂ) • op occ := by
  have hab' : (a : ℂ) ^ 2 + (b : ℂ) ^ 2 = 1 := by exact_mod_cast hab
  have hP : occ * occ = occ := by
    ext i j
    fin_cases i <;> fin_cases j <;> simp [occ, Matrix.mul_apply, Fin.sum_univ_succ]
  have hPs : star occ = occ := by
    ext i j
    fin_cases i <;> fin_cases j <;> simp [occ, Matrix.star_apply]
  have hss : star (tilted a b) = tilted a b := by
    ext i j
    fin_cases i <;> fin_cases j <;> simp [tilted, Matrix.star_apply]
  have hs : tilted a b * tilted a b = 1 := by
    have h1 : (a : ℂ) * a + b * b = 1 := by linear_combination hab'
    have h2 : (a : ℂ) * b + b * -a = 0 := by ring
    have h3 : (b : ℂ) * a + -a * b = 0 := by ring
    have h4 : (b : ℂ) * b + -a * -a = 1 := by linear_combination hab'
    rw [tilted, Matrix.mul_fin_two, h1, h2, h3, h4, Matrix.one_fin_two]
  have hK : occ * tilted a b - tilted a b * occ = !![0, (b : ℂ); -(b : ℂ), 0] := by
    ext i j
    fin_cases i <;> fin_cases j <;> simp [occ, tilted]
  have hKK : star !![0, (b : ℂ); -(b : ℂ), 0] * !![0, (b : ℂ); -(b : ℂ), 0]
      = ((b * b : ℝ) : ℂ) • (1 : Matrix (Fin 2) (Fin 2) ℂ) := by
    ext i j
    fin_cases i <;> fin_cases j <;>
      simp [Matrix.mul_apply, Fin.sum_univ_succ, Matrix.star_apply]
  have hPsP : occ * tilted a b * occ = (a : ℂ) • occ := by
    ext i j
    fin_cases i <;> fin_cases j <;>
      simp [occ, tilted, Matrix.mul_apply, Fin.sum_univ_succ]
  refine ⟨⟨fun x => ?_, op_symm hPs, op_symm hss, fun x => ?_⟩, ?_, ?_⟩
  · have h1 : op occ * op occ = op occ := by
      unfold op
      rw [← map_mul, hP]
    exact DFunLike.congr_fun h1 x
  · have h1 : op (tilted a b) * op (tilted a b) = 1 := by
      unfold op
      rw [← map_mul, hs, map_one]
    exact DFunLike.congr_fun h1 x
  · have h1 : spinCommutator (op occ) (op (tilted a b))
        = op !![0, (b : ℂ); -(b : ℂ), 0] := by
      unfold spinCommutator op
      rw [← map_mul, ← map_mul, ← map_sub, hK]
    -- the norm follows from the C*-identity
    have h2 : ‖op !![0, (b : ℂ); -(b : ℂ), 0]‖ * ‖op !![0, (b : ℂ); -(b : ℂ), 0]‖
        = b * b := by
      rw [← CStarRing.norm_star_mul_self]
      unfold op
      rw [← map_star, ← map_mul, hKK, map_smul, map_one, norm_smul, norm_one, mul_one,
        Complex.norm_real, Real.norm_of_nonneg (mul_self_nonneg b)]
    rw [h1]
    exact (abs_norm _).symm.trans (abs_eq_iff_mul_self_eq.mpr h2)
  · unfold projectedSpin op
    rw [← map_mul, ← map_mul, hPsP, map_smul]

end

end ProjectedSpinGap
```

```lean
#print axioms ProjectedSpinGap.commutator_le_iff
#print axioms ProjectedSpinGap.spin_gap
```

```
'ProjectedSpinGap.commutator_le_iff' depends on axioms: [propext, Classical.choice, Quot.sound]
'ProjectedSpinGap.spin_gap' depends on axioms: [propext, Classical.choice, Quot.sound]
```

## How the proof follows the algebra

`norm_sq_split` is the Pythagorean identity. `spin_balance` rewrites the two images of `v` in `e1` and `e2`, proves in `e3` that spin preserves the norm, and applies the identity to `s v`. `projectedSpin_lower_bound` squares the operator-norm inequality and combines it with the balance.

In `commutator_le_iff`, `hK` bounds the commutator on occupied states, and `hQ` treats unoccupied ones through the inner-product calculation with `w`. Instead of dividing by $\|w\|$, the code assumes that the desired bound fails, which makes $\|w\|$ positive, and `nlinarith` finds the contradiction. The identities `f1` and `f2` split $Kx$ into its occupied and unoccupied parts, and `opNorm_le_bound` turns the resulting estimate into a bound on the operator norm.

`spin_gap` obtains reality from `hsym` by cancelling the nonzero $\langle v,v\rangle$. It then cancels $\|v\|^2$ in the lower bound, takes the square root, and splits the bound on $|\mu|$ into its two signs.

For the example, `op` turns matrices into operators, and `op_symm` carries Hermiticity over. `tilted_spin_witness` checks the matrix products entry by entry and obtains $c=|b|$ from the C*-identity $\|K\|^2=\|K^\dagger K\|$.
